# Overlap raises the energy of filled extended-Hückel shells with a common on-site energy e < 0 and K > 1

The sum of all levels of a generalized eigenvalue problem $Hv = ESv$ needs a list that counts degenerate levels correctly. Here the list comes with its orbitals: an invertible matrix $C$ whose columns solve the problem, and one energy $E_i$ for each column. A threefold level then appears three times, because an invertible matrix needs three independent columns for it.

The model has $N$ real, normalized orbitals with overlap matrix $S$, all with the same on-site energy $e$, and hoppings $K e S_{ij}$ with a constant $K$. If $S$ is positive definite, $e<0$ and $K>1$, the levels sum to at least $Ne$, and to exactly $Ne$ only if no two orbitals overlap. With every level doubly occupied, the electronic energy is twice this sum, so overlap costs energy. The word "repulsion" below, and the theorem name `filled_shells_repel`, refer to this energy cost; how the energy varies with distance is a separate question.

## Hamiltonian and levels

```lean
import Mathlib

open Matrix

namespace ExtendedHuckelRepulsion

noncomputable section

variable {n : Type*} [Fintype n] [DecidableEq n]
```

The type `n` is the finite set of orbital labels. Their number, $N$ in the formulas below, is `Fintype.card n` in Lean.

```lean
/-- The extended-Hückel Hamiltonian: on-site energy `e`, and hoppings `K e S i j`
proportional to the overlaps. -/
def huckelH (K e : ℝ) (S : Matrix n n ℝ) : Matrix n n ℝ :=
  Matrix.of fun i j => if i = j then e else K * e * S i j
```

The function `huckelH` takes $K$, $e$ and $S$ and returns the matrix with
$$H_{ii} = e, \qquad H_{ij} = K e S_{ij}\quad (i\neq j).$$
The on-site energy stands for the energy of an electron in an isolated orbital, negative when the electron is bound. The product $K e S_{ij}$ is an empirical stand-in for the resonance integral, and the dimensionless constant $K$ sets how strongly overlap couples two orbitals. At $K=1$ the matrix is just $eS$ for normalized orbitals, every level equals $e$, and there is no bonding at all.

```lean
/-- The columns of the invertible matrix `C` are orbitals solving `H v = E S v`,
and `E` lists their energies. -/
def IsCompleteSolution (H S C : Matrix n n ℝ) (E : n → ℝ) : Prop :=
  IsUnit C.det ∧ H * C = S * C * diagonal E
```

`IsCompleteSolution H S C E` is a proposition with two parts. The determinant of $C$ is invertible, which for real numbers means nonzero, and $HC = SC\,\mathrm{diag}(E)$. Column $i$ of this matrix equation is $Hv = E_i S v$ with $v$ the $i$-th column of $C$. The columns need not be normalized, since rescaling them leaves the energies unchanged.

## The sum of levels as a trace

```lean
omit [Fintype n] in
/-- For normalized orbitals the extended-Hückel Hamiltonian is a combination of the
overlap matrix and the identity. -/
theorem huckelH_eq (K e : ℝ) {S : Matrix n n ℝ} (hd : ∀ i, S i i = 1) :
    huckelH K e S = (K * e) • S + ((1 - K) * e) • (1 : Matrix n n ℝ) := by
  ext i j
  by_cases h : i = j
  · subst h
    simp only [huckelH, Matrix.of_apply, if_true, Matrix.add_apply, Matrix.smul_apply,
      Matrix.one_apply_eq, hd, smul_eq_mul]
    ring
  · simp [huckelH, h]
```

In a Lean theorem, the hypotheses stand before the last main colon, the claim after it, and the proof after `:=`. Here the hypothesis `hd` says that every $S_{ii}$ is 1, and the claim is
$$H = K e\, S + (1-K)\,e\,\mathbf 1 .$$
Off the diagonal the identity contributes nothing and $KeS_{ij}$ remains. On the diagonal, $Ke + (1-K)e = e$. The proof makes the same two-way split with `by_cases h : i = j`.

```lean
/-- For an invertible overlap matrix, the energies of a complete set of orbitals
sum to the trace of `S⁻¹ H`. -/
theorem sum_levels_eq_trace {H S C : Matrix n n ℝ} {E : n → ℝ} (hS : IsUnit S.det)
    (hC : IsCompleteSolution H S C E) : ∑ i, E i = trace (S⁻¹ * H) := by
  have h : S⁻¹ * H * C = C * diagonal E := by
    rw [Matrix.mul_assoc, hC.2, Matrix.mul_assoc S, ← Matrix.mul_assoc S⁻¹,
      Matrix.nonsing_inv_mul _ hS, Matrix.one_mul]
  calc ∑ i, E i = trace (diagonal E) := (Matrix.trace_diagonal E).symm
    _ = trace (C⁻¹ * (C * diagonal E)) := by
        rw [← Matrix.mul_assoc, Matrix.nonsing_inv_mul _ hC.1, Matrix.one_mul]
    _ = trace (S⁻¹ * H) := by
        rw [← h, Matrix.trace_mul_comm, Matrix.mul_assoc, Matrix.mul_nonsing_inv _ hC.1,
          Matrix.mul_one]
```

This theorem holds for any $H$ and any invertible $S$. Multiply $HC = SC\,\mathrm{diag}(E)$ from the left by $S^{-1}$ to get
$$S^{-1}HC = C\,\mathrm{diag}(E),$$
which is the fact `h` in the proof. Then, since a trace is unchanged when its two factors are swapped,
$$\sum_i E_i = \mathrm{tr}\,\mathrm{diag}(E) = \mathrm{tr}\big(C^{-1}S^{-1}HC\big) = \mathrm{tr}\big(S^{-1}HCC^{-1}\big) = \mathrm{tr}(S^{-1}H).$$
The `calc` block is this chain, and `Matrix.trace_mul_comm` is the swap. The levels themselves never have to be computed.

## What overlap does to the inverse

```lean
/-- For a positive definite overlap matrix of normalized orbitals, each diagonal entry of
`S⁻¹` is at least one, with equality exactly when that orbital overlaps no other. -/
theorem one_le_inv_diag {S : Matrix n n ℝ} (hS : S.PosDef) (hd : ∀ i, S i i = 1) (i : n) :
    1 ≤ S⁻¹ i i ∧ (S⁻¹ i i = 1 ↔ ∀ j, j ≠ i → S j i = 0) := by
  have hu : IsUnit S.det := hS.det_pos.ne'.isUnit
  have hT : Sᵀ = S := by
    ext a b
    have := hS.isHermitian.apply a b
    simpa using this
  -- the matrix identity (S - 1) S⁻¹ (S - 1) = S - 2 + S⁻¹
  have hM : (S - 1)ᵀ * (S⁻¹ * (S - 1)) = S - 1 - 1 + S⁻¹ := by
    rw [Matrix.transpose_sub, hT, Matrix.transpose_one, Matrix.mul_sub,
      Matrix.nonsing_inv_mul _ hu, Matrix.mul_one, Matrix.sub_mul, Matrix.mul_sub,
      Matrix.mul_nonsing_inv _ hu, Matrix.mul_one, Matrix.one_mul]
    abel
  let u : n → ℝ := fun j => (S - 1) j i
  have key : u ⬝ᵥ (S⁻¹ *ᵥ u) = S⁻¹ i i - 1 := by
    have h1 : u ⬝ᵥ (S⁻¹ *ᵥ u) =
        ((S - 1)ᵀ * (S⁻¹ * (S - 1)) : Matrix n n ℝ) i i := rfl
    rw [h1, hM]
    simp only [Matrix.add_apply, Matrix.sub_apply, Matrix.one_apply_eq, hd]
    ring
  -- the column u vanishes exactly when orbital i is isolated
  have hzero : u = 0 ↔ ∀ j, j ≠ i → S j i = 0 := by
    constructor
    · intro h j hj
      have h2 : (S - 1) j i = 0 := congrFun h j
      simpa [Matrix.sub_apply, Matrix.one_apply_ne hj] using h2
    · intro h
      funext j
      change (S - 1) j i = 0
      by_cases hj : j = i
      · subst hj
        simp [hd]
      · simp [Matrix.sub_apply, Matrix.one_apply_ne hj, h j hj]
  rw [← hzero]
  by_cases h0 : u = 0
  · have h1 : S⁻¹ i i = 1 := by
      rw [h0, zero_dotProduct] at key
      linarith
    exact ⟨h1.ge, fun _ => h0, fun _ => h1⟩
  · have hp := hS.inv.dotProduct_mulVec_pos h0
    rw [star_trivial, key] at hp
    exact ⟨by linarith, fun h => by linarith, fun h => absurd h h0⟩
```

The claim is that $(S^{-1})_{ii} \ge 1$, with equality exactly when $S_{ji}=0$ for all $j\neq i$.

By hand, let $u$ be the $i$-th column of $S-\mathbf 1$. Its $i$-th component is zero and the others are the overlaps $S_{ji}$. Since $S$ is symmetric,
$$(S-\mathbf 1)^{T} S^{-1}(S-\mathbf 1) = (S-\mathbf 1)(\mathbf 1 - S^{-1}) = S - 2\cdot\mathbf 1 + S^{-1}.$$
The $i$-th diagonal entry of the left side is $u\cdot S^{-1}u$, and that of the right side is $1 - 2 + (S^{-1})_{ii}$. Hence
$$u\cdot S^{-1}u = (S^{-1})_{ii} - 1 .$$
The inverse of a positive definite matrix is positive definite, so the left side is positive unless $u=0$, and $u=0$ means that orbital $i$ overlaps no other.

In the proof, `hT` is the symmetry of $S$, which Mathlib's `PosDef` includes. `hM` is the matrix identity, `key` is the last equation, and `hzero` translates $u=0$ into vanishing overlaps. The final case split treats $u=0$ and $u\neq 0$ separately; in the second case `hS.inv.dotProduct_mulVec_pos h0` supplies the strict positivity.

The step from matrices to a quadratic form deserves a closer look. The statement `h1` says that `u ⬝ᵥ (S⁻¹ *ᵥ u)`, a dot product with a matrix-vector product, equals a diagonal entry of a triple matrix product. Its entire proof is `rfl`, which asks Lean to unfold the definitions on both sides and see that they agree. They do: an entry of a matrix product is defined as the dot product of a row with a column, and row $i$ of $(S-\mathbf 1)^T$ is column $i$ of $S-\mathbf 1$, which is $u$. This works because `u` was introduced by `let`, which keeps its definition visible. An identity between matrices thus becomes a statement about a single vector, to which positive definiteness applies.

## The repulsion and its sign

```lean
/-- For a positive definite overlap matrix of normalized orbitals, the sum of all
extended-Hückel levels differs from the sum of on-site energies by a term for each orbital,
proportional to `S⁻¹ i i - 1`. -/
theorem sum_levels_eq {K e : ℝ} {S C : Matrix n n ℝ} {E : n → ℝ} (hS : S.PosDef)
    (hd : ∀ i, S i i = 1) (hC : IsCompleteSolution (huckelH K e S) S C E) :
    ∑ i, E i = Fintype.card n * e + (K - 1) * (-e) * ∑ i, (S⁻¹ i i - 1) := by
  have hu : IsUnit S.det := hS.det_pos.ne'.isUnit
  have ht : trace S⁻¹ = ∑ i, S⁻¹ i i := rfl
  rw [sum_levels_eq_trace hu hC, huckelH_eq K e hd, Matrix.mul_add, Matrix.mul_smul,
    Matrix.mul_smul, Matrix.nonsing_inv_mul _ hu, Matrix.mul_one, Matrix.trace_add,
    Matrix.trace_smul, Matrix.trace_smul, Matrix.trace_one, ht, Finset.sum_sub_distrib]
  simp only [Finset.sum_const, Finset.card_univ, nsmul_eq_mul, smul_eq_mul, mul_one]
  ring
```

Insert the decomposition of $H$ into the trace:
$$\sum_i E_i = \mathrm{tr}\big(Ke\,\mathbf 1 + (1-K)e\,S^{-1}\big) = NKe + (1-K)\,e\,\mathrm{tr}\,S^{-1}.$$
Separating off $Ne$ gives
$$\sum_i E_i = Ne + (K-1)(-e)\sum_i\big((S^{-1})_{ii}-1\big).$$
The long `rw` carries out these substitutions one by one, and `ring` does the final rearrangement. No sign of $e$ or $K-1$ has been used, so this is an exact formula for all real $K$ and $e$, with one contribution per orbital.

```lean
/-- For normalized orbitals with positive definite overlap, `e < 0` and `K > 1`, the sum of all
extended-Hückel levels is at least `e` times the number of orbitals, with equality exactly when
distinct orbitals do not overlap. -/
theorem filled_shells_repel {K e : ℝ} {S C : Matrix n n ℝ} {E : n → ℝ} (he : e < 0)
    (hK : 1 < K) (hS : S.PosDef) (hd : ∀ i, S i i = 1)
    (hC : IsCompleteSolution (huckelH K e S) S C E) :
    Fintype.card n * e ≤ ∑ i, E i ∧ (∑ i, E i = Fintype.card n * e ↔ S = 1) := by
  have hc : 0 < (K - 1) * (-e) := mul_pos (by linarith) (by linarith)
  have hn : ∀ i ∈ Finset.univ, 0 ≤ S⁻¹ i i - 1 := fun i _ =>
    sub_nonneg.mpr (one_le_inv_diag hS hd i).1
  rw [sum_levels_eq hS hd hC]
  refine ⟨le_add_of_nonneg_right (mul_nonneg hc.le (Finset.sum_nonneg hn)), ?_, ?_⟩
  · intro h
    -- no total repulsion forces every orbital to be isolated
    have h0 : ∑ i, (S⁻¹ i i - 1) = 0 :=
      (mul_eq_zero.mp (add_eq_left.mp h)).resolve_left hc.ne'
    have h1 := (Finset.sum_eq_zero_iff_of_nonneg hn).mp h0
    ext j i
    by_cases hj : j = i
    · subst hj
      simp [hd]
    · rw [Matrix.one_apply_ne hj]
      exact (one_le_inv_diag hS hd i).2.mp (sub_eq_zero.mp (h1 i (Finset.mem_univ i))) j hj
  · intro h
    subst h
    simp
```

The hypotheses `he` and `hK` now fix the signs, `hS` says that $S$ is positive definite, as it is for linearly independent orbitals, and `hC` says that $C$ and $E$ are a complete solution. The conclusion joins two statements by `∧`: the inequality $Ne \le \sum_i E_i$, and the equivalence of equality with $S=\mathbf 1$.

The prefactor $(K-1)(-e)$ is positive (`hc`) and every term $(S^{-1})_{ii}-1$ is nonnegative (`hn`), which gives the inequality. If equality holds, the sum of these terms is zero, so each term is zero, and by the previous result every orbital is isolated. With the unit diagonal this means $S=\mathbf 1$. Conversely, $S=\mathbf 1$ makes every term vanish. At $K=1$ the inequality would survive, but equality would hold for every admissible $S$.

For a single orbital, normalization already forces $S=\mathbf 1$, and the only level is $e$.

In this non-interacting model with one on-site energy, the closed-shell repulsion comes from non-orthogonality. An orthogonal tight-binding model with fixed on-site energies has none in its band energy, because there the levels sum to $\mathrm{tr}\,H$ whatever the hoppings are. The theorem concerns finitely many orbitals with real overlaps and all levels filled equally. It does not treat unequal on-site energies, partial filling or the complex overlaps of Bloch sums.

## A complete set of levels exists

```lean
/-- For normalized orbitals with positive definite overlap, the extended-Hückel problem
has a complete set of solutions with real energies. -/
theorem exists_completeSolution (K e : ℝ) {S : Matrix n n ℝ} (hS : S.PosDef)
    (hd : ∀ i, S i i = 1) : ∃ C E, IsCompleteSolution (huckelH K e S) S C E := by
  have hA := hS.isHermitian
  let U : Matrix n n ℝ := hA.eigenvectorUnitary
  have hU : star U * U = 1 := Matrix.mem_unitaryGroup_iff'.mp hA.eigenvectorUnitary.2
  -- eigenvectors of the overlap matrix also solve the generalized problem
  have hSU : S * U = U * diagonal hA.eigenvalues := by
    ext i j
    have h := congrFun (hA.mulVec_eigenvectorBasis j) i
    rw [Matrix.mul_diagonal, Matrix.mul_apply]
    simpa [U, Matrix.mulVec, dotProduct, Matrix.IsHermitian.eigenvectorUnitary_apply,
      mul_comm] using h
  refine ⟨U, fun j => K * e + (1 - K) * e / hA.eigenvalues j,
    Matrix.isUnit_det_of_left_inverse hU, ?_⟩
  rw [huckelH_eq K e hd, Matrix.add_mul, Matrix.smul_mul, Matrix.smul_mul, Matrix.one_mul, hSU]
  ext i j
  have hp : hA.eigenvalues j ≠ 0 := (hS.eigenvalues_pos j).ne'
  have h : hA.eigenvalues j * ((1 - K) * e / hA.eigenvalues j) = (1 - K) * e :=
    mul_div_cancel₀ _ hp
  simp only [Matrix.add_apply, Matrix.smul_apply, Matrix.mul_diagonal, smul_eq_mul]
  linear_combination (-(U i j)) * h
```

The previous theorem assumes a complete solution; this one shows that there always is one. Let $U$ be the orthogonal matrix of eigenvectors of $S$, with eigenvalues $\lambda_j>0$, so that $SU = U\,\mathrm{diag}(\lambda)$. Because $H$ is a combination of $S$ and $\mathbf 1$, its action on the $j$-th eigenvector $u_j$ is
$$Hu_j = \big(Ke\lambda_j + (1-K)e\big)u_j = E_j\lambda_j u_j = E_j S u_j,\qquad E_j = Ke + \frac{(1-K)e}{\lambda_j}.$$
In Lean, `hSU` is the eigenvalue equation for $S$, and `refine` supplies $U$ and these energies. The columns of $U$ have unit length in the ordinary sense; dividing column $j$ by $\sqrt{\lambda_j}$ would normalize it with respect to $S$.

For $e<0$ and $K>1$ the second term of $E_j$ is positive and grows without bound as $\lambda_j\to 0$. In this model, a nearly linearly dependent set of orbitals therefore produces a very high level.

## Two orbitals

```lean
/-- Two normalized orbitals with overlap `s`, `|s| < 1`: the in-phase and out-of-phase combinations
solve the extended-Hückel problem with the energies shown, whose sum minus `2 e` equals
`2 (K - 1) (-e) s² / (1 - s²)`. -/
theorem two_orbitals (K e : ℝ) {s : ℝ} (hs : |s| < 1) :
    IsCompleteSolution (huckelH K e !![1, s; s, 1]) !![1, s; s, 1] !![1, 1; 1, -1]
      ![e * (1 + K * s) / (1 + s), e * (1 - K * s) / (1 - s)] ∧
    e * (1 + K * s) / (1 + s) + e * (1 - K * s) / (1 - s) - 2 * e
      = 2 * (K - 1) * (-e) * s ^ 2 / (1 - s ^ 2) := by
  obtain ⟨h1, h2⟩ := abs_lt.mp hs
  have hp : 1 + s ≠ 0 := by linarith
  have hm : 1 - s ≠ 0 := by linarith
  refine ⟨⟨?_, ?_⟩, ?_⟩
  · rw [isUnit_iff_ne_zero, Matrix.det_fin_two_of]
    norm_num
  · ext i j
    fin_cases i <;> fin_cases j <;>
      simp [huckelH, Matrix.mul_apply, Fin.sum_univ_succ, Matrix.diagonal] <;>
      field_simp <;> ring
  · have hq : 1 - s ^ 2 = (1 + s) * (1 - s) := by ring
    rw [hq]
    field_simp
    ring

end

end ExtendedHuckelRepulsion
```

For two orbitals with overlap $s$ and $|s|<1$, the notation `!![1, s; s, 1]` is the overlap matrix written row by row. The columns of `!![1, 1; 1, -1]` are the in-phase and out-of-phase combinations. Normalized with respect to $S$, they are $(1,1)/\sqrt{2(1+s)}$ and $(1,-1)/\sqrt{2(1-s)}$. Acting on them, $S$ gives the factors $1\pm s$ and $H$ the factors $e(1\pm Ks)$, so
$$E_\pm = \frac{e(1\pm Ks)}{1\pm s}, \qquad E_\pm - e = \pm\frac{(K-1)\,e\,s}{1\pm s}.$$
Adding the two shifts gives
$$E_+ + E_- - 2e = \frac{2(K-1)(-e)\,s^2}{1-s^2}.$$
The first part of the proof checks the determinant, the second compares the four matrix entries, and the third does the algebra of the sum.

For $e<0$, $K>1$ and $0<s<1$, the in-phase level is bonding and the out-of-phase level antibonding; for negative $s$ they exchange roles. Either way, the antibonding level rises by more than the bonding level falls, because its denominator is smaller. For small overlap the shifts are linear in $s$ and cancel to that order, which leaves a repulsion of about $2(K-1)(-e)s^2$ in the sum of levels.

```lean
#print axioms ExtendedHuckelRepulsion.filled_shells_repel
-- 'ExtendedHuckelRepulsion.filled_shells_repel' depends on axioms: [propext, Classical.choice, Quot.sound]
#print axioms ExtendedHuckelRepulsion.exists_completeSolution
-- 'ExtendedHuckelRepulsion.exists_completeSolution' depends on axioms: [propext, Classical.choice, Quot.sound]
#print axioms ExtendedHuckelRepulsion.two_orbitals
-- 'ExtendedHuckelRepulsion.two_orbitals' depends on axioms: [propext, Classical.choice, Quot.sound]
```
